# A rank-one change of L gives the BFGS update of L Lᵀ when yᵀs and sᵀL Lᵀs are positive

In its basic form, a quasi-Newton geometry optimisation solves B p = −g at each step, where g is the energy gradient, B a model of the Hessian and p the next trial displacement. If the code stores a triangular factor L with B = L Lᵀ, the solve is two triangular substitutions. After the move, B has to be updated with the new gradient. The identity below lets the code update L directly, without forming B.

## The updated factor and its product

Let s be the step just taken, new coordinates minus old, and y the change in the gradient, new minus old. A code that stores forces has to reverse the sign of their difference to get y. Let L be a real n×m matrix and B = L Lᵀ. Assume sᵀBs > 0 and yᵀs > 0, and define

σ = √(yᵀs / sᵀBs)

w = σ Lᵀs

J = L + (y − Lw) wᵀ / (wᵀw)

Then

J Jᵀ = B + y yᵀ / (yᵀs) − B s sᵀB / (sᵀBs).

The right-hand side is the direct BFGS update of B. The condition yᵀs > 0 says that the slope of the energy along the step has increased, so the mean curvature along s is positive. It can fail near a transition state or after a long step. The condition sᵀBs > 0 says that the old model also has positive curvature along s.

## The update in an optimiser loop

With the factor in memory, the update reads

```
t = Lᵀ s
c = tᵀ t              (this is sᵀ B s)
r = yᵀ s
if c ≤ 0: skip the update
if r ≤ 0: skip the update, or modify y so that yᵀ s > 0 and recompute r
w = √(r / c) t
J = L + (y − L w) wᵀ / r
```

The last line divides by r because wᵀw = yᵀs.

Even when L is triangular, J in general is not. A code can restore the shape with a QR factorisation Jᵀ = QR: then J Jᵀ = RᵀR, and Rᵀ is the new lower triangular factor. Because J differs from a triangular matrix by a rank-one term, plane rotations do this in O(n²) operations for square L, whereas a fresh factorisation of B takes O(n³).

For geometry relaxation on an electronic-structure energy surface, the identity means that the factored and direct forms carry the same Hessian model, for finitely many real coordinates and in the absence of rounding.

## Derivation of the product and the secant equation

The curvature of B along s is a squared length:

sᵀBs = sᵀL Lᵀs = (Lᵀs)ᵀ(Lᵀs).

Therefore

wᵀw = σ² (Lᵀs)ᵀ(Lᵀs) = (yᵀs / sᵀBs) sᵀBs = yᵀs.

Write v = Lw, u = y − v and ρ = wᵀw, so that J = L + u wᵀ/ρ. Multiplying out,

J Jᵀ = L Lᵀ + (v uᵀ + u vᵀ)/ρ + u (wᵀw) uᵀ/ρ²

= L Lᵀ + (v uᵀ + u vᵀ + u uᵀ)/ρ.

Since y = u + v, we have y yᵀ = u uᵀ + u vᵀ + v uᵀ + v vᵀ, and so

J Jᵀ = L Lᵀ + (y yᵀ − v vᵀ)/ρ.

Up to here w could be any vector with wᵀw ≠ 0. For the chosen w, ρ = yᵀs and v = σ L Lᵀs = σ B s. Because B is symmetric, (Bs)ᵀ = sᵀB, and

v vᵀ/ρ = σ² B s sᵀB / (yᵀs) = B s sᵀB / (sᵀBs).

This is the subtracted term of the BFGS formula.

The new model should also reproduce the observed gradient change, J Jᵀs = y. This secant equation splits into two halves. The first is

Jw = Lw + (y − Lw)(wᵀw)/(wᵀw) = y.

For the second, σ² sᵀBs = yᵀs gives σ sᵀBs = yᵀs/σ, so

uᵀs = yᵀs − σ sᵀBs = yᵀs (1 − 1/σ)

Jᵀs = Lᵀs + w (uᵀs)/(yᵀs) = Lᵀs + w − w/σ = w,

because w/σ = Lᵀs.

## Positive definiteness and the sign of yᵀs

Suppose that Lᵀx = 0 only for x = 0, and that yᵀs > 0. Then s ≠ 0, hence Lᵀs ≠ 0 and sᵀBs > 0, so the identity applies. For any x,

xᵀJ Jᵀx = (Jᵀx)ᵀ(Jᵀx) ≥ 0,

with equality only if Jᵀx = 0. In that case, with k = uᵀx/(yᵀs),

0 = Jᵀx = Lᵀx + k w = Lᵀ(x + kσ s),

so x = −kσ s. Applying Jᵀ and using Jᵀs = w gives 0 = −kσ w. Since wᵀw = yᵀs > 0, w is nonzero; hence kσ = 0 and x = 0. The updated model is positive definite, and for g ≠ 0 the solution of J Jᵀp = −g is a descent direction.

Conversely, let J be any real matrix with J Jᵀs = y and y ≠ 0. Then Jᵀs ≠ 0, and

yᵀs = sᵀJ Jᵀs = (Jᵀs)ᵀ(Jᵀs) > 0.

If a step gives yᵀs ≤ 0 with y ≠ 0, no real factor can satisfy the secant equation for that pair. A code that keeps a real factor can then skip the update or modify y.

## The Lean file

```lean
import Mathlib

open Matrix

namespace FactoredBFGS

noncomputable section

variable {n m : Type*} [Fintype n] [Fintype m]

/-- The direct BFGS update `B + y yᵀ / (yᵀ s) - B s sᵀ B / (sᵀ B s)` of a Hessian model `B`
for a step `s` and a gradient change `y`, meant for nonzero `yᵀ s` and `sᵀ B s`. -/
def bfgs (B : Matrix n n ℝ) (s y : n → ℝ) : Matrix n n ℝ :=
  B + (y ⬝ᵥ s)⁻¹ • vecMulVec y y - (s ⬝ᵥ B *ᵥ s)⁻¹ • vecMulVec (B *ᵥ s) (s ᵥ* B)

/-- The scale `√(yᵀ s / sᵀ B s)` with `B = L Lᵀ`, meant for `yᵀ s ≥ 0` and `sᵀ B s > 0`. -/
def stepScale (L : Matrix n m ℝ) (s y : n → ℝ) : ℝ :=
  √(y ⬝ᵥ s / (s ⬝ᵥ (L * Lᵀ) *ᵥ s))

/-- The scaled step `w = √(yᵀ s / sᵀ B s) Lᵀ s` with `B = L Lᵀ`, meant for `yᵀ s ≥ 0` and
`sᵀ B s > 0`. -/
def scaledStep (L : Matrix n m ℝ) (s y : n → ℝ) : m → ℝ :=
  stepScale L s y • (Lᵀ *ᵥ s)

/-- The rank-one update `J = L + (y - L w) wᵀ / (wᵀ w)` of a factor `L`, meant for `w ≠ 0`. -/
def factorUpdate (L : Matrix n m ℝ) (w : m → ℝ) (y : n → ℝ) : Matrix n m ℝ :=
  L + (w ⬝ᵥ w)⁻¹ • vecMulVec (y - L *ᵥ w) w

/-- The curvature of `A Aᵀ` along `x` is the squared length of `Aᵀ x`. -/
theorem curvature_eq (A : Matrix n m ℝ) (x : n → ℝ) :
    x ⬝ᵥ (A * Aᵀ) *ᵥ x = (Aᵀ *ᵥ x) ⬝ᵥ (Aᵀ *ᵥ x) := by
  rw [← Matrix.mulVec_mulVec, Matrix.dotProduct_mulVec x A, Matrix.mulVec_transpose]

/-- The curvature of `A Aᵀ` along `x` is positive when `Aᵀ x` is nonzero. -/
theorem curvature_pos (A : Matrix n m ℝ) (x : n → ℝ) (h : Aᵀ *ᵥ x ≠ 0) :
    0 < x ⬝ᵥ (A * Aᵀ) *ᵥ x := by
  rw [curvature_eq]
  exact lt_of_le_of_ne (Finset.sum_nonneg fun i _ => mul_self_nonneg _)
    (fun h0 => h (dotProduct_self_eq_zero.mp h0.symm))

omit [Fintype n] in
/-- A matrix with a rank-one correction `a u vᵀ` acts on `x` as `A x + a (vᵀ x) u`. -/
theorem rankOne_mulVec (A : Matrix n m ℝ) (a : ℝ) (u : n → ℝ) (v x : m → ℝ) :
    (A + a • vecMulVec u v) *ᵥ x = A *ᵥ x + (a * (v ⬝ᵥ x)) • u := by
  ext i
  simp only [Matrix.mulVec, dotProduct, Matrix.add_apply, Matrix.smul_apply,
    Matrix.vecMulVec_apply, Pi.add_apply, Pi.smul_apply, smul_eq_mul,
    Finset.mul_sum, Finset.sum_mul, ← Finset.sum_add_distrib]
  exact Finset.sum_congr rfl fun k _ => by ring

/-- The transposed updated factor changes `Lᵀ x` only along `w`. -/
theorem factorUpdate_transpose_mulVec (L : Matrix n m ℝ) (w : m → ℝ) (y x : n → ℝ) :
    (factorUpdate L w y)ᵀ *ᵥ x
      = Lᵀ *ᵥ x + ((w ⬝ᵥ w)⁻¹ * ((y - L *ᵥ w) ⬝ᵥ x)) • w := by
  rw [← rankOne_mulVec]
  congr 1
  ext i j
  simp only [factorUpdate, Matrix.transpose_apply, Matrix.add_apply, Matrix.smul_apply,
    Matrix.vecMulVec_apply, smul_eq_mul]
  ring

/-- For positive `sᵀ B s` and `yᵀ s`, with `B = L Lᵀ`, the scaled step satisfies
`wᵀ w = yᵀ s`. -/
theorem scaledStep_dot_self (L : Matrix n m ℝ) (s y : n → ℝ)
    (hB : 0 < s ⬝ᵥ (L * Lᵀ) *ᵥ s) (hy : 0 < y ⬝ᵥ s) :
    scaledStep L s y ⬝ᵥ scaledStep L s y = y ⬝ᵥ s := by
  rw [scaledStep, smul_dotProduct, dotProduct_smul, ← curvature_eq, smul_eq_mul, smul_eq_mul,
    ← mul_assoc, stepScale, Real.mul_self_sqrt (div_pos hy hB).le, div_mul_cancel₀ _ hB.ne']

omit [Fintype n] in
/-- For any `w` with `wᵀ w ≠ 0`, the updated factor `J` gives
`J Jᵀ = L Lᵀ + (y yᵀ - (L w)(L w)ᵀ) / (wᵀ w)`. -/
theorem factorUpdate_mul_transpose (L : Matrix n m ℝ) (w : m → ℝ) (y : n → ℝ)
    (hw : w ⬝ᵥ w ≠ 0) :
    factorUpdate L w y * (factorUpdate L w y)ᵀ
      = L * Lᵀ + (w ⬝ᵥ w)⁻¹ • (vecMulVec y y - vecMulVec (L *ᵥ w) (L *ᵥ w)) := by
  -- expand the product for an arbitrary rank-one correction
  have key : ∀ (a : ℝ) (u : n → ℝ) (i j : n),
      ((L + a • vecMulVec u w) * (L + a • vecMulVec u w)ᵀ) i j
        = (L * Lᵀ) i j + a * u j * (L *ᵥ w) i + a * u i * (L *ᵥ w) j
          + a ^ 2 * u i * u j * (w ⬝ᵥ w) := by
    intro a u i j
    simp only [Matrix.mul_apply, Matrix.transpose_apply, Matrix.add_apply, Matrix.smul_apply,
      Matrix.vecMulVec_apply, smul_eq_mul, Matrix.mulVec, dotProduct,
      Finset.mul_sum, ← Finset.sum_add_distrib]
    exact Finset.sum_congr rfl fun k _ => by ring
  have h1 : (w ⬝ᵥ w)⁻¹ * (w ⬝ᵥ w) = 1 := inv_mul_cancel₀ hw
  ext i j
  rw [factorUpdate, key]
  simp only [Matrix.add_apply, Matrix.sub_apply, Matrix.smul_apply, Matrix.vecMulVec_apply,
    Pi.sub_apply, smul_eq_mul]
  -- the quadratic term carries one surplus factor `wᵀ w / wᵀ w`
  linear_combination
    ((w ⬝ᵥ w)⁻¹ * (y i - (L *ᵥ w) i) * (y j - (L *ᵥ w) j)) * h1

/-- Factored BFGS update: if `B = L Lᵀ` with `sᵀ B s > 0` and `yᵀ s > 0`, the rank-one update
`J` of the factor `L`, built with the scaled step, satisfies `J Jᵀ = ` BFGS update of `B`. -/
theorem factored_bfgs (L : Matrix n m ℝ) (s y : n → ℝ)
    (hB : 0 < s ⬝ᵥ (L * Lᵀ) *ᵥ s) (hy : 0 < y ⬝ᵥ s) :
    factorUpdate L (scaledStep L s y) y * (factorUpdate L (scaledStep L s y) y)ᵀ
      = bfgs (L * Lᵀ) s y := by
  have hn := scaledStep_dot_self L s y hB hy
  have hLw : L *ᵥ scaledStep L s y = stepScale L s y • ((L * Lᵀ) *ᵥ s) := by
    rw [scaledStep, Matrix.mulVec_smul, Matrix.mulVec_mulVec]
  have hsym : s ᵥ* (L * Lᵀ) = (L * Lᵀ) *ᵥ s := by
    rw [← Matrix.mulVec_transpose, Matrix.transpose_mul, Matrix.transpose_transpose]
  -- the scale turns the denominator `yᵀ s` into `sᵀ B s`
  have h : (y ⬝ᵥ s)⁻¹ * (stepScale L s y * stepScale L s y)
      = (s ⬝ᵥ (L * Lᵀ) *ᵥ s)⁻¹ := by
    rw [stepScale, Real.mul_self_sqrt (div_pos hy hB).le, div_eq_mul_inv,
      inv_mul_cancel_left₀ hy.ne']
  rw [factorUpdate_mul_transpose L _ y (hn.trans_ne hy.ne'), hn, hLw, bfgs, hsym]
  ext i j
  simp only [Matrix.add_apply, Matrix.sub_apply, Matrix.smul_apply, Matrix.vecMulVec_apply,
    Pi.smul_apply, smul_eq_mul]
  linear_combination (-(((L * Lᵀ) *ᵥ s) i * ((L * Lᵀ) *ᵥ s) j)) * h

/-- For positive `sᵀ L Lᵀ s` and `yᵀ s`, the factor `J` updated with the scaled step `w` satisfies
`Jᵀ s = w` and `J w = y`, the two halves of the secant equation `J Jᵀ s = y`. -/
theorem factored_secant (L : Matrix n m ℝ) (s y : n → ℝ)
    (hB : 0 < s ⬝ᵥ (L * Lᵀ) *ᵥ s) (hy : 0 < y ⬝ᵥ s) :
    (factorUpdate L (scaledStep L s y) y)ᵀ *ᵥ s = scaledStep L s y ∧
      factorUpdate L (scaledStep L s y) y *ᵥ scaledStep L s y = y := by
  have hn := scaledStep_dot_self L s y hB hy
  have hi : (y ⬝ᵥ s)⁻¹ * (y ⬝ᵥ s) = 1 := inv_mul_cancel₀ hy.ne'
  constructor
  · have hcc : stepScale L s y * stepScale L s y * (s ⬝ᵥ (L * Lᵀ) *ᵥ s) = y ⬝ᵥ s := by
      rw [stepScale, Real.mul_self_sqrt (div_pos hy hB).le, div_mul_cancel₀ _ hB.ne']
    have hLs : (L *ᵥ scaledStep L s y) ⬝ᵥ s
        = stepScale L s y * (s ⬝ᵥ (L * Lᵀ) *ᵥ s) := by
      rw [scaledStep, Matrix.mulVec_smul, Matrix.mulVec_mulVec, smul_dotProduct, smul_eq_mul,
        dotProduct_comm]
    have hk : (y ⬝ᵥ s)⁻¹ * (y ⬝ᵥ s - stepScale L s y * (s ⬝ᵥ (L * Lᵀ) *ᵥ s))
        * stepScale L s y = stepScale L s y - 1 := by
      linear_combination (stepScale L s y - 1) * hi - (y ⬝ᵥ s)⁻¹ * hcc
    rw [factorUpdate_transpose_mulVec, hn, sub_dotProduct, hLs, scaledStep, smul_smul, hk]
    module
  · rw [factorUpdate, rankOne_mulVec, hn, hi, one_smul]
    abel

/-- If `Lᵀ` has trivial kernel and `yᵀ s > 0`, the BFGS update of `L Lᵀ` is positive
definite. -/
theorem bfgs_posDef (L : Matrix n m ℝ) (s y : n → ℝ)
    (hL : ∀ x, Lᵀ *ᵥ x = 0 → x = 0) (hy : 0 < y ⬝ᵥ s) (x : n → ℝ) (hx : x ≠ 0) :
    0 < x ⬝ᵥ bfgs (L * Lᵀ) s y *ᵥ x := by
  have hB : 0 < s ⬝ᵥ (L * Lᵀ) *ᵥ s := by
    refine curvature_pos L s fun h => ?_
    rw [hL s h, dotProduct_zero] at hy
    exact lt_irrefl _ hy
  rw [← factored_bfgs L s y hB hy]
  refine curvature_pos _ x fun h0 => ?_
  -- a kernel vector of the updated factor is a multiple of the step
  obtain ⟨k, hk⟩ : ∃ k : ℝ, Lᵀ *ᵥ x + k • scaledStep L s y = 0 :=
    ⟨_, (factorUpdate_transpose_mulVec L (scaledStep L s y) y x).symm.trans h0⟩
  have hx0 : x + (k * stepScale L s y) • s = 0 := hL _ (by
    rw [Matrix.mulVec_add, Matrix.mulVec_smul, ← smul_smul]
    exact hk)
  have hxs : x = (-(k * stepScale L s y)) • s := by
    rw [neg_smul]
    exact eq_neg_of_add_eq_zero_left hx0
  -- but the step itself is sent to `w`, which is nonzero
  rw [hxs, Matrix.mulVec_smul, (factored_secant L s y hB hy).1] at h0
  rcases smul_eq_zero.mp h0 with h | h
  · exact hx (by rw [hxs, h, zero_smul])
  · have hn := scaledStep_dot_self L s y hB hy
    rw [h, dotProduct_zero] at hn
    exact hy.ne hn

/-- If a real factor `J` satisfies the secant equation `J Jᵀ s = y` with `y ≠ 0`, then
`yᵀ s > 0`. -/
theorem curvature_condition_necessary (J : Matrix n m ℝ) (s y : n → ℝ)
    (h : (J * Jᵀ) *ᵥ s = y) (hy : y ≠ 0) : 0 < y ⬝ᵥ s := by
  have hJ : Jᵀ *ᵥ s ≠ 0 := fun h0 => hy (by
    rw [← h, ← Matrix.mulVec_mulVec, h0, Matrix.mulVec_zero])
  have hp := curvature_pos J s hJ
  rwa [h, dotProduct_comm] at hp

end

end FactoredBFGS
```

```lean
#print axioms FactoredBFGS.factored_bfgs
#print axioms FactoredBFGS.bfgs_posDef
#print axioms FactoredBFGS.curvature_condition_necessary
```

```
'FactoredBFGS.factored_bfgs' depends on axioms: [propext, Classical.choice, Quot.sound]
'FactoredBFGS.bfgs_posDef' depends on axioms: [propext, Classical.choice, Quot.sound]
'FactoredBFGS.curvature_condition_necessary' depends on axioms: [propext, Classical.choice, Quot.sound]
```

## What the definitions and theorems say

The finite index types `n` and `m` label the coordinates and the columns of the factor. They may differ in size, so L may be rectangular. Vectors are real functions on these types, `⬝ᵥ` is the dot product, `*ᵥ` applies a matrix to a vector, `s ᵥ* B` is the row vector sᵀB, and `vecMulVec u v` is the outer product u vᵀ.

The BFGS formula is `bfgs`, σ is `stepScale`, w is `scaledStep`, and J is `factorUpdate` evaluated at that w. The BFGS formula is defined without reference to a factor, so the main theorem compares two separate constructions.

- `factored_bfgs` is the identity J Jᵀ = BFGS update of L Lᵀ. Its hypotheses `hB` and `hy` are sᵀBs > 0 and yᵀs > 0; no rank or triangular shape is required of L.
- `factored_secant` gives Jᵀs = w and Jw = y under the same hypotheses.
- `bfgs_posDef` gives xᵀB₊x > 0 for every x ≠ 0, where B₊ is the updated matrix. It assumes yᵀs > 0 and, in `hL`, that Lᵀ has trivial kernel. For square L this means that L is invertible; in general the rows of L must be linearly independent.
- `curvature_condition_necessary` says that J Jᵀs = y with y ≠ 0 implies yᵀs > 0. It holds for any real J of size n×m, however it was obtained.

## How the lemmas carry the algebra

`curvature_eq` rewrites xᵀA Aᵀx as the squared length of Aᵀx, and `curvature_pos` makes it strictly positive when Aᵀx ≠ 0. `scaledStep_dot_self` combines the first of these with the square of the root to obtain wᵀw = yᵀs.

The expansion of J Jᵀ is `factorUpdate_mul_transpose`. Its inner statement `key` multiplies out one matrix entry for a general correction a u wᵀ. The quadratic term then contains a² wᵀw with a = 1/(wᵀw), and the final `linear_combination` uses (wᵀw)⁻¹(wᵀw) = 1 to reduce it to a.

In `factored_bfgs`, `hLw` is Lw = σBs, `hsym` is the symmetry of B, and `h` is σ²/(yᵀs) = 1/(sᵀBs). Once these are inserted, the two sides agree entry by entry.

The lemmas `rankOne_mulVec` and `factorUpdate_transpose_mulVec` describe how J and Jᵀ act on a vector, which is what the secant equation needs. For Jᵀs = w, the proof of `factored_secant` uses the scalar identity `hk`, which is the relation uᵀs/(yᵀs) = 1 − 1/σ multiplied by σ, so that no division by σ occurs.

`bfgs_posDef` replaces the BFGS matrix by J Jᵀ and then follows the kernel argument: `hxs` states that x is a multiple of s, and the two cases at the end are a zero multiple and w = 0. The first contradicts x ≠ 0, the second yᵀs > 0.

## One update over the real numbers

The theorems concern a single update with given s and y. They contain no line search and no energy function, and they say nothing about whether a BFGS optimisation converges. The positivity of yᵀs is a hypothesis that the code has to test or enforce at each step.

The entries are real numbers, not floating-point numbers. When yᵀs or sᵀBs is positive but tiny, the quotients can amplify rounding errors, and a practical threshold has to come from numerical analysis or experience. The triangular restoration, its operation count and the descent property are ordinary linear algebra added for the programmer; the file has no theorems about them.

Positive definiteness also says nothing about conditioning: the smallest eigenvalue of the updated model may be arbitrarily close to zero.
